# Diagram-counting series from double factorials: \(G = 1 + 2x + 10x^2 + \dots\) and \(S = 2x + 6x^2 + 42x^3 + \dots\)

## Series and conventions

All series are formal power series in one variable \(x\) with rational coefficients, and \(x^n\) labels order \(n\) in a two-body interaction. Write \((2n-1)!! = 1\cdot 3\cdots(2n-1)\), with the empty product \((-1)!! = 1\), and set
\[ Z = \sum_{n\ge 0} (2n-1)!!\,x^n, \qquad N = \sum_{n\ge 0} (2n+1)!!\,x^n . \]
These numbers come from Wick's theorem when every contraction is given the value \(+1\), so that signs, propagators and integrals disappear. At order \(n\) the interaction supplies \(2n\) creation and \(2n\) annihilation operators, which can be contracted in \((2n)!\) ways. The prefactor \(1/(2^n n!)\), from the exponential and from the \(1/2\) in each interaction term, gives \((2n)!/(2^n n!) = (2n-1)!!\). With one external creation and one external annihilation operator the count is \((2n+1)!/(2^n n!) = (2n+1)!!\). Thus \(Z\) is the vacuum series and \(N\) the numerator of the one-particle propagator.

Two equations are postulated. The first, \(GZ = N\), says that every contraction in the numerator splits into the part connected to the external operators, counted by \(G\), and a vacuum remainder. The second, \(G(1-S) = 1\), is the Dyson equation with the bare propagator set to 1: a connected diagram is a chain of proper (one-particle irreducible) insertions, counted by \(S\). The coefficients of \(x^n\) in \(G\) and \(S\) are \(g_n\) and \(s_n\), and \(\theta = x\,d/dx\) multiplies the \(n\)-th coefficient of a series by \(n\).

## The counts and the Riccati equation

The equation \(GZ = N\) has exactly one solution, for this \(G\) the equation \(G(1-S) = 1\) has exactly one solution, and
\[ G = 1 + 2x + 10x^2 + 74x^3 + 706x^4 + \dots, \qquad S = 2x + 6x^2 + 42x^3 + 414x^4 + \dots \]
Granted the two postulated equations, these are contraction counts divided by \(2^n n!\). The \(2^n n!\) relabellings (permuting the interactions and swapping the two ends of each) act freely on contractions in which every interaction is connected to the external operators, so each such diagram contributes exactly 1, and the coefficients are the numbers of connected propagator diagrams and of proper self-energy diagrams. This step is not formalised, and it fails for vacuum contractions, so the coefficients of \(Z\) are weighted counts only. Moreover every \(s_{n+1}\) is a natural number with \(s_{n+1} \ge 2\,(2n-1)!!\).

The coefficient of \(x^{n+1}\) in \(Z\) is \((2n+1)!!\), the coefficient of \(x^n\) in \(N\). The coefficient of \(x^{n+1}\) in \(N\) is \((2n+3)!! = (3+2n)(2n+1)!!\). Both constant terms are 1, so
\[ Z = 1 + xN, \qquad N = 1 + 3xN + 2x\,\theta N . \]
A series with nonzero constant term is invertible. Hence \(G = NZ^{-1}\) with \(g_0 = 1\); then \(G\) is invertible, \(S = 1 - G^{-1}\), and the constant term of \(G(1-S) = 1\) gives \(s_0 = 0\).

Multiplying \(GZ = N\) by \(1-S\) gives \(Z = (1-S)N\). With \(Z = 1 + xN\) and the abbreviation \(V = 1 - x - S\), this reads \(VN = 1\). The operator \(\theta\) obeys the Leibniz rule, so \((\theta V)N + V\,\theta N = 0\), where \(\theta V = -x - \theta S\). Multiplying by \(V\) gives \(V^2\,\theta N = x + \theta S\). Now multiply the equation for \(N\) by \(V^2\) and use \(V^2N = V\):
\[ V = V^2 + 3xV + 2x(x + \theta S). \]
Since \(V(1 - 3x - V) = (1-x-S)(S-2x) = S - 2x + xS + 2x^2 - S^2\), the terms \(2x^2\) cancel and
\[ S = S^2 + 2x - xS + 2x\,\theta S . \]
At order \(x^1\) this is \(s_1 = 2s_0s_1 + 2 - s_0 = 2\). At order \(x^{n+2}\) the last two terms give \((2(n+1) - 1)s_{n+1}\), and the two end terms of \(S^2\) vanish because they contain \(s_0\):
\[ s_{n+2} = (2n+1)\,s_{n+1} + \sum_{i+j=n} s_{i+1}s_{j+1} . \]
So \(s_2 = 2 + 4 = 6\), \(s_3 = 18 + 24 = 42\) and \(s_4 = 210 + 84 + 36 + 84 = 414\). The Dyson equation in the form \(G = 1 + GS\) gives \(g_{n+1} = \sum_{i+j=n+1} g_i s_j\), hence \(g_1 = 2\), \(g_2 = 6 + 4 = 10\), \(g_3 = 42 + 12 + 20 = 74\) and \(g_4 = 414 + 84 + 60 + 148 = 706\). By induction the recursion produces natural numbers, and discarding the sum leaves \(s_{n+2} \ge (2n+1)\cdot 2\,(2n-1)!! = 2\,(2n+1)!!\), starting from the equality \(s_1 = 2\,(-1)!!\).

## The role of the constant terms

The two examples that follow are checked by substitution here and are not theorems of the file. Remove the empty vacuum term, replacing \(Z\) by \(Z - 1 = xN\). Then \(G\,xN = N\) has no solution, since its constant term reads \(0 = 1\). Next, keep the Riccati equation but give up \(s_0 = 0\). At order \(x^0\) it demands only \(s_0 = s_0^2\), and \(S = 1 - x\) solves it exactly:
\[ (1 - 2x + x^2) + 2x - (x - x^2) - 2x^2 = 1 - x . \]
This is the case \(V = 0\). It violates the Dyson equation, because \(G(1-S) = xG\) has constant term 0.

## The series in Lean

```lean
import Mathlib

open PowerSeries

namespace ProperSelfEnergyCount

noncomputable section
```

The function `wick n` is the product of \(2k+1\) over \(k < n\), that is \((2n-1)!!\), and `wick 0` is the empty product 1. In the model above this number is the weighted count \((2n)!/(2^n n!)\); the file takes the product as the definition and does not prove that identity.

```lean
/-- The double factorial `(2n-1)!! = 1 * 3 * ... * (2n-1)`, with `(-1)!! = 1`. -/
def wick (n : ℕ) : ℕ := ∏ k ∈ Finset.range n, (2 * k + 1)
```

The type `ℚ⟦X⟧` holds formal power series over the rationals, `X` is \(x\), `mk` builds a series from its coefficients, and `coeff n f` reads off the coefficient of \(x^n\). Convergence plays no part. The index shift in `wick (n + 1)` yields \((2n+1)!!\).

```lean
/-- The vacuum series `Z = ∑ (2n-1)!! xⁿ`. -/
def vacuum : ℚ⟦X⟧ := mk fun n => (wick n : ℚ)

/-- The propagator numerator `N = ∑ (2n+1)!! xⁿ`. -/
def numerator : ℚ⟦X⟧ := mk fun n => (wick (n + 1) : ℚ)
```

The series \(G\) and \(S\) are defined by their explicit formulas, and the equations that characterise them are proved afterwards. Mathlib sets the inverse of a series with vanishing constant term to 0, so each cancellation of a series against its inverse in the proofs below rests on a proof that the constant term is 1.

```lean
/-- The connected propagator series `G = N / Z`. -/
def green : ℚ⟦X⟧ := numerator * vacuum⁻¹

/-- The proper self-energy series `S = 1 - 1 / G`. -/
def selfEnergy : ℚ⟦X⟧ := 1 - green⁻¹
```

The operator \(\theta\) is defined directly on coefficients.

```lean
/-- The order-counting operator `θ = x d/dx`, which multiplies the `n`-th coefficient by `n`. -/
def euler (f : ℚ⟦X⟧) : ℚ⟦X⟧ := mk fun n => (n : ℚ) * coeff n f
```

## Identities for the vacuum and numerator series

The theorem `wick_succ` gives the step \((2n+1)!! = (2n-1)!!\,(2n+1)\) and identifies `wick (n + 1)` with Mathlib's `Nat.doubleFactorial (2 * n + 1)`, by induction with `Nat.doubleFactorial_add_two`.

```lean
/-- The recursion `wick (n+1) = wick n * (2n+1)`, and `wick (n+1) = (2n+1)!!`. -/
theorem wick_succ (n : ℕ) :
    wick (n + 1) = wick n * (2 * n + 1) ∧ wick (n + 1) = Nat.doubleFactorial (2 * n + 1) := by
  have h : ∀ m, wick (m + 1) = wick m * (2 * m + 1) := fun m => Finset.prod_range_succ _ _
  refine ⟨h n, ?_⟩
  induction n with
  | zero => rfl
  | succ n ih =>
    rw [h (n + 1), ih, show 2 * (n + 1) + 1 = (2 * n + 1) + 2 by ring,
      Nat.doubleFactorial_add_two]
    ring
```

In `euler_mul` the \(n\)-th coefficient of a product is a sum over index pairs `p` with `p.1 + p.2 = n`. Writing the factor \(n\) as `p.1 + p.2` splits each term into the two Leibniz terms.

```lean
/-- Leibniz rule for `θ = x d/dx`. -/
theorem euler_mul (f g : ℚ⟦X⟧) : euler (f * g) = euler f * g + f * euler g := by
  ext n
  simp only [euler, coeff_mk, map_add, coeff_mul, Finset.mul_sum, ← Finset.sum_add_distrib]
  refine Finset.sum_congr rfl fun p hp => ?_
  have h : p.1 + p.2 = n := by simpa using hp
  have h' : (n : ℚ) = p.1 + p.2 := by exact_mod_cast h.symm
  rw [h']
  ring
```

The theorem `wick_series` compares coefficients at orders 0 and \(n+1\), as in the derivation. The lemma `coeff_succ_X_mul` states that multiplication by \(x\) shifts the index by one. The multiples 3 and 2 are first written as repeated sums, and `linear_combination h` restores them.

```lean
/-- The Wick series obey `Z = 1 + x N` and `N = 1 + 3 x N + 2 x θN`. -/
theorem wick_series :
    vacuum = 1 + X * numerator ∧
      numerator = 1 + 3 * X * numerator + 2 * X * euler numerator := by
  have h1 : ∀ n, coeff (n + 1) (1 : ℚ⟦X⟧) = 0 := fun n => by simp [coeff_one]
  constructor
  · ext n
    rcases n with _ | n
    · simp [vacuum, wick]
    · simp only [map_add, h1, coeff_succ_X_mul, vacuum, numerator, coeff_mk, zero_add]
  · have h : numerator = 1 + X * (numerator + numerator + numerator
        + euler numerator + euler numerator) := by
      ext n
      rcases n with _ | n
      · simp [numerator, wick]
      · simp only [map_add, h1, coeff_succ_X_mul, euler, numerator, coeff_mk]
        rw [(wick_succ (n + 1)).1]
        push_cast
        ring
    linear_combination h
```

## Unique solutions of the two defining equations

The first part of `green_spec` is an equivalence for every series `G`: from right to left `green` solves \(GZ = N\), and from left to right nothing else does. The facts `cZ` and `cN` are the constant terms, and `hZ` is \(ZZ^{-1} = 1\). The combination `vacuum⁻¹ * h - G * hZ` multiplies the equation by \(Z^{-1}\). Taking constant terms in \(GZ = N\) gives \(g_0 = 1\).

```lean
/-- `G` is the one and only series with `G Z = N`, and its constant term is 1. -/
theorem green_spec :
    (∀ G : ℚ⟦X⟧, G * vacuum = numerator ↔ G = green) ∧ constantCoeff green = 1 := by
  have cZ : constantCoeff vacuum = 1 := by rw [wick_series.1]; simp
  have cN : constantCoeff numerator = 1 := by rw [wick_series.2]; simp
  have hZ : vacuum * vacuum⁻¹ = 1 := PowerSeries.mul_inv_cancel _ (by rw [cZ]; norm_num)
  have h : ∀ G : ℚ⟦X⟧, G * vacuum = numerator ↔ G = green := by
    intro G
    unfold green
    constructor
    · intro h
      linear_combination vacuum⁻¹ * h - G * hZ
    · rintro rfl
      linear_combination numerator * hZ
  refine ⟨h, ?_⟩
  have e : constantCoeff (green * vacuum) = 1 := by rw [(h green).2 rfl, cN]
  rwa [map_mul, cZ, mul_one] at e
```

The theorem `dyson_iff` repeats the argument for \(S\), with `hG` stating \(GG^{-1} = 1\).

```lean
/-- `S` is the one and only solution of the Dyson equation `G (1 - S) = 1`. -/
theorem dyson_iff (S : ℚ⟦X⟧) : green * (1 - S) = 1 ↔ S = selfEnergy := by
  have hG : green * green⁻¹ = 1 :=
    PowerSeries.mul_inv_cancel _ (by rw [green_spec.2]; norm_num)
  unfold selfEnergy
  constructor
  · intro h
    linear_combination (1 - S) * hG - green⁻¹ * h
  · rintro rfl
    linear_combination hG
```

## From \(VN = 1\) to the recursion

In `selfEnergy_numerator` the terms `vacuum * h2` and `(1 - selfEnergy) * h1` share the product \(GZ(1-S)\), which cancels and leaves \(Z = (1-S)N\). Adding `wick_series.1` eliminates \(Z\).

```lean
/-- The self-energy and the numerator satisfy `(1 - x - S) N = 1`. -/
theorem selfEnergy_numerator : (1 - X - selfEnergy) * numerator = 1 := by
  have h1 := (green_spec.1 green).2 rfl
  have h2 := (dyson_iff selfEnergy).2 rfl
  linear_combination vacuum * h2 - (1 - selfEnergy) * h1 + wick_series.1
```

In `selfEnergy_riccati`, `K` is \(VN = 1\), `tV` is \(\theta V = -x - \theta S\), and `L` becomes \(0 = (\theta V)N + V\,\theta N\). The final combination has three terms: \(V^2\) times the equation for \(N\), then \(2xV\) times `L` to remove \(\theta N\), and a multiple of `K` that replaces \(VN\) by 1 wherever it remains. The theorem states that \(S\) satisfies the equation, not that the equation determines \(S\).

```lean
/-- The self-energy obeys the Riccati equation `S = S² + 2x - x S + 2 x θS`. -/
theorem selfEnergy_riccati :
    selfEnergy = selfEnergy * selfEnergy + 2 * X - X * selfEnergy
      + 2 * X * euler selfEnergy := by
  have K := selfEnergy_numerator
  have t1 : euler 1 = 0 := by
    ext n
    rcases n with _ | n <;> simp [euler, coeff_one]
  have tV : euler (1 - X - selfEnergy) = -X - euler selfEnergy := by
    ext n
    rcases n with _ | _ | n <;> simp [euler, coeff_one, coeff_X]
  -- apply θ to `V N = 1` with `V = 1 - x - S`, then eliminate `N`
  have L := euler_mul (1 - X - selfEnergy) numerator
  rw [K, t1, tV] at L
  linear_combination (1 - X - selfEnergy) ^ 2 * wick_series.2
    - 2 * X * (1 - X - selfEnergy) * L
    - ((1 - 3 * X) * (1 - X - selfEnergy) + 2 * X * (-X - euler selfEnergy)) * K
```

In `selfEnergy_recursion` the value \(s_0 = 0\) comes from the Dyson equation through `c0`. The fact `hc` is the Riccati equation at order \(n+1\). The set `antidiagonal n` consists of the pairs \((i,j)\) with \(i+j = n\), and the two lemmas `Finset.Nat.sum_antidiagonal_succ` and `Finset.Nat.sum_antidiagonal_succ'` peel off the end terms \(s_0s_{n+2}\) and \(s_{n+2}s_0\).

```lean
/-- Order by order: `s₀ = 0`, `s₁ = 2` and
`s_(n+2) = (2n+1) s_(n+1) + ∑_(i+j=n) s_(i+1) s_(j+1)`. -/
theorem selfEnergy_recursion :
    coeff 0 selfEnergy = 0 ∧ coeff 1 selfEnergy = 2 ∧
      ∀ n : ℕ, coeff (n + 2) selfEnergy = (2 * n + 1) * coeff (n + 1) selfEnergy
        + ∑ p ∈ Finset.HasAntidiagonal.antidiagonal n,
            coeff (p.1 + 1) selfEnergy * coeff (p.2 + 1) selfEnergy := by
  have c0 : constantCoeff selfEnergy = 0 := by
    have e : constantCoeff (green * (1 - selfEnergy)) = 1 := by
      rw [(dyson_iff _).2 rfl, map_one]
    rw [map_mul, map_sub, map_one, green_spec.2] at e
    linarith
  have h0 : coeff 0 selfEnergy = 0 := by rw [coeff_zero_eq_constantCoeff_apply, c0]
  have h1 : ∀ n, coeff (n + 1) (1 : ℚ⟦X⟧) = 0 := fun n => by simp [coeff_one]
  have h' : selfEnergy = selfEnergy * selfEnergy
      + X * (1 + 1 - selfEnergy + euler selfEnergy + euler selfEnergy) := by
    linear_combination selfEnergy_riccati
  have hc : ∀ n : ℕ, coeff (n + 1) selfEnergy = coeff (n + 1) (selfEnergy * selfEnergy)
      + (coeff n (1 : ℚ⟦X⟧) + coeff n (1 : ℚ⟦X⟧) - coeff n selfEnergy
        + n * coeff n selfEnergy + n * coeff n selfEnergy) := by
    intro n
    have e := congrArg (fun f : ℚ⟦X⟧ => coeff (n + 1) f) h'
    simp only [map_add, map_sub, coeff_succ_X_mul, euler, coeff_mk] at e
    exact e
  refine ⟨h0, ?_, fun n => ?_⟩
  · have e := hc 0
    rw [coeff_mul, Finset.Nat.sum_antidiagonal_succ] at e
    simp [h0] at e
    linarith
  · -- the two end terms of the convolution vanish since `s₀ = 0`
    have e := hc (n + 1)
    rw [coeff_mul, Finset.Nat.sum_antidiagonal_succ, Finset.Nat.sum_antidiagonal_succ', h1] at e
    simp only [h0, zero_mul, mul_zero, zero_add] at e
    refine e.trans ?_
    push_cast
    ring
```

The coefficients live in \(\mathbb{Q}\), so integrality needs a statement: there is a natural number `m` equal to \(s_{n+1}\) with `2 * wick n ≤ m`. The induction is strong because the convolution uses all lower orders. Here `a` is the previous coefficient, `b` is the convolution sum, shown natural through closure under sums and products, and the new value is `(2 * n + 1) * a + b`.

```lean
/-- Each self-energy coefficient `s_(n+1)` is a natural number, at least `2 (2n-1)!!`. -/
theorem selfEnergy_natural (n : ℕ) :
    ∃ m : ℕ, 2 * wick n ≤ m ∧ coeff (n + 1) selfEnergy = m := by
  obtain ⟨-, h1, hr⟩ := selfEnergy_recursion
  induction n using Nat.strong_induction_on with
  | _ n ih =>
    rcases n with _ | n
    · exact ⟨2, by simp [wick], by rw [zero_add, h1]; norm_num⟩
    · obtain ⟨a, ha, hA⟩ := ih n (by omega)
      have hs : ∃ b : ℕ, (∑ p ∈ Finset.HasAntidiagonal.antidiagonal n,
          coeff (p.1 + 1) selfEnergy * coeff (p.2 + 1) selfEnergy) = b := by
        refine Finset.sum_induction _ (fun q : ℚ => ∃ b : ℕ, q = b) ?_ ⟨0, by simp⟩ ?_
        · rintro _ _ ⟨u, rfl⟩ ⟨v, rfl⟩
          exact ⟨u + v, by simp⟩
        · intro p hp
          have h : p.1 + p.2 = n := by simpa using hp
          obtain ⟨u, -, hu⟩ := ih p.1 (by omega)
          obtain ⟨v, -, hv⟩ := ih p.2 (by omega)
          exact ⟨u * v, by rw [hu, hv]; simp⟩
      obtain ⟨b, hb⟩ := hs
      refine ⟨(2 * n + 1) * a + b, ?_, (hr n).trans ?_⟩
      · rw [(wick_succ n).1]
        nlinarith [Nat.mul_le_mul_left (2 * n + 1) ha, Nat.zero_le b]
      · rw [hA, hb]
        push_cast
        ring
```

The theorem `diagram_counts` collects the two equivalences and the values \(g_0,\dots,g_4\) and \(s_0,\dots,s_4\). The steps `s2`, `s3`, `s4` evaluate the recursion at \(n = 0, 1, 2\); `hD` is \(G = 1 + GS\), and `hg` at \(n = 0,\dots,3\) gives \(g_1\) to \(g_4\), the term \(g_{n+1}s_0\) vanishing each time.

```lean
/-- The unique `G` with `G Z = N` begins `1 + 2x + 10x² + 74x³ + 706x⁴`, and the unique `S`
with `G (1 - S) = 1` begins `2x + 6x² + 42x³ + 414x⁴`. -/
theorem diagram_counts :
    (∀ G : ℚ⟦X⟧, G * vacuum = numerator ↔ G = green) ∧
    (∀ S : ℚ⟦X⟧, green * (1 - S) = 1 ↔ S = selfEnergy) ∧
    (coeff 0 green = 1 ∧ coeff 1 green = 2 ∧ coeff 2 green = 10 ∧ coeff 3 green = 74 ∧
      coeff 4 green = 706) ∧
    (coeff 0 selfEnergy = 0 ∧ coeff 1 selfEnergy = 2 ∧ coeff 2 selfEnergy = 6 ∧
      coeff 3 selfEnergy = 42 ∧ coeff 4 selfEnergy = 414) := by
  obtain ⟨s0, s1, hr⟩ := selfEnergy_recursion
  have c0 : constantCoeff selfEnergy = 0 := by rwa [coeff_zero_eq_constantCoeff_apply] at s0
  have cG := green_spec.2
  have g0 : coeff 0 green = 1 := by rw [coeff_zero_eq_constantCoeff_apply, cG]
  have s2 : coeff 2 selfEnergy = 6 := by
    have e := hr 0
    norm_num [s1] at e
    linarith
  have s3 : coeff 3 selfEnergy = 42 := by
    have e := hr 1
    norm_num [Finset.Nat.sum_antidiagonal_succ, s1, s2] at e
    linarith
  have s4 : coeff 4 selfEnergy = 414 := by
    have e := hr 2
    norm_num [Finset.Nat.sum_antidiagonal_succ, s1, s2, s3] at e
    linarith
  -- Dyson equation `G = 1 + G S`, order by order
  have hD : green = 1 + green * selfEnergy := by
    linear_combination (dyson_iff selfEnergy).2 rfl
  have hg : ∀ n : ℕ, coeff (n + 1) green = ∑ p ∈ Finset.HasAntidiagonal.antidiagonal (n + 1),
      coeff p.1 green * coeff p.2 selfEnergy := by
    intro n
    have h1 : coeff (n + 1) (1 : ℚ⟦X⟧) = 0 := by simp [coeff_one]
    have e := congrArg (fun f : ℚ⟦X⟧ => coeff (n + 1) f) hD
    simp only [map_add, h1, zero_add, coeff_mul] at e
    exact e
  have g1 : coeff 1 green = 2 := by
    have e := hg 0
    norm_num [Finset.Nat.sum_antidiagonal_succ, s0, c0, g0, cG, s1] at e
    linarith
  have g2 : coeff 2 green = 10 := by
    have e := hg 1
    norm_num [Finset.Nat.sum_antidiagonal_succ, s0, c0, g0, cG, s1, s2, g1] at e
    linarith
  have g3 : coeff 3 green = 74 := by
    have e := hg 2
    norm_num [Finset.Nat.sum_antidiagonal_succ, s0, c0, g0, cG, s1, s2, s3, g1, g2] at e
    linarith
  have g4 : coeff 4 green = 706 := by
    have e := hg 3
    norm_num [Finset.Nat.sum_antidiagonal_succ, s0, c0, g0, cG, s1, s2, s3, s4, g1, g2, g3] at e
    linarith
  exact ⟨green_spec.1, dyson_iff, ⟨g0, g1, g2, g3, g4⟩, s0, s1, s2, s3, s4⟩

end

end ProperSelfEnergyCount
```

```lean
#print axioms ProperSelfEnergyCount.selfEnergy_natural
#print axioms ProperSelfEnergyCount.diagram_counts
```

```
'ProperSelfEnergyCount.selfEnergy_natural' depends on axioms: [propext, Classical.choice, Quot.sound]
'ProperSelfEnergyCount.diagram_counts' depends on axioms: [propext, Classical.choice, Quot.sound]
```

## What the coefficients count

No graph, operator or contraction is defined in the file. The Wick counts enter as the definitions of `vacuum` and `numerator`, and cancellation of vacuum parts and the chain structure enter as the equations \(GZ = N\) and \(G(1-S) = 1\). Integrality at every order is proved for \(S\), while for \(G\) the coefficients are given through order 4. In the diagram reading the interaction line is not antisymmetrised and the propagators are bare, so \(s_1 = 2\) corresponds to the Hartree and Fock terms, and higher \(s_n\) include tadpoles and diagrams with internal self-energy insertions rather than skeletons only. For a program that enumerates such Feynman diagrams, without distinguishing time orders of the interactions or spin labels, the numbers give totals to compare against. The bound \(2\,(2n-1)!!\) concerns the number of terms and says nothing about the size of a physical series, where fermionic signs and integrals weight each diagram.
